# Where its logarithms have positive arguments, the CPA functional is stationary exactly when three Green-function expressions agree

Suppose I keep everything in the coherent potential approximation (CPA) real: the energy z, the self-energy s and a site variable D, with every logarithm below taken of a positive number. With band levels e_k of weight w_k, and site energies v_i of concentration c_i, I write

F(s, D) = Σ_k w_k log(z − e_k − s) + Σ_i c_i log(D − v_i) − log(D − s).

Setting both partial derivatives to zero should give the CPA equations,

Σ_k w_k/(z − e_k − s) = 1/(D − s) = Σ_i c_i/(D − v_i).

I would like a rigorous, machine-checked proof of this, in both directions. I would also like to see how it connects with the usual condition that the average single-site t-matrix vanishes.

## Two independent real variables

Treat s and D as independent real variables, and read "stationary" as: F is differentiable in each of them separately, with derivative zero. No relation between s and D is imposed beforehand; the equations supply it. In the physical case the weights w_k, like the concentrations c_i, are non-negative and sum to one. At a solution of the CPA equations, D − s is then the inverse local Green function of the medium, and 1/(D − v_i) is the Green function of a site with energy v_i embedded in that medium.

Write B = Σ_k w_k/(z − e_k − s) and A = Σ_i c_i/(D − v_i). Differentiating the logarithms gives

∂F/∂s = −B + 1/(D − s)

∂F/∂D = A − 1/(D − s).

Both vanish exactly when B = 1/(D − s) = A.

## From equal Green functions to zero average scattering

Put G = 1/(D − s). The t-matrix of site i is

t_i = (v_i − s)/(1 − (v_i − s)G).

Its denominator equals (D − v_i)/(D − s), and v_i − s = (D − s) − (D − v_i). Hence

t_i = (v_i − s)(D − s)/(D − v_i) = (D − s)²/(D − v_i) − (D − s).

If every site is occupied by exactly one species, then Σ_i c_i = 1, and averaging gives

Σ_i c_i t_i = (D − s)² [A − 1/(D − s)].

Since D − s ≠ 0, the average t-matrix vanishes exactly when A = 1/(D − s).

## The energy derivative at a stationary point

Let s = S(z) and D = Q(z) vary differentiably with energy. The chain rule gives

dF/dz = (1 − S′)B + Q′A − (Q′ − S′)/(Q − S).

At a stationary point A and B both equal 1/(Q − S), so the terms in S′ and Q′ cancel and dF/dz = 1/(Q − S). For a non-interacting one-band alloy, at a real energy where the CPA equations hold and every logarithm has a positive argument, the total energy derivative of F is thus the local Green function, with no need to compute how the self-energy responds.

## What the Lean statements say

The finite types `K` and `I` label band levels and site species. The functions `w`, `e`, `c` and `v` are the data above, `bandGreen` is B, `siteGreen` is A, and `cpaFunctional` is F with z as an explicit argument. `LogDomain` collects the positivity conditions: z lies above every e_k + s, and D lies above s and every v_i. `IsStationary` is the pair of zero partial derivatives, each expressed with `HasDerivAt`.

The main theorem, `isStationary_iff`, assumes only `LogDomain`. The weights and concentrations may be any real numbers there; `isStationary_iff_tMatrix` adds the hypothesis `∑ i, c i = 1`. In `hasDerivAt_energy`, the differentiability of S and Q at z is assumed, which physically means that the medium responds smoothly to a change of energy. Stationarity is required only at that one energy.

The theorems characterise those real solutions of the CPA equations at which every logarithm has a positive argument. They do not establish that a solution exists for general data, that it is unique, or that F has a minimum or maximum there. Complex self-energies, needed inside the band, and matrix-valued scattering with several orbitals are not covered.

```lean
import Mathlib

open Finset

namespace CPAVariational

noncomputable section

variable {K I : Type*} [Fintype K] [Fintype I]
variable (w e : K → ℝ) (c v : I → ℝ)

/-- The local Green function of the effective medium with self-energy `s`, as a weighted sum
over band levels `e k`; its domain is `z - e k - s ≠ 0` for all `k`. -/
def bandGreen (z s : ℝ) : ℝ := ∑ k, w k / (z - e k - s)

/-- The concentration-weighted Green function of the sites with energies `v i`;
its domain is `D ≠ v i` for all `i`. -/
def siteGreen (D : ℝ) : ℝ := ∑ i, c i / (D - v i)

/-- The CPA functional of the self-energy `s` and the site variable `D` at energy `z`,
considered where all arguments of the logarithms are positive. -/
def cpaFunctional (z s D : ℝ) : ℝ :=
  (∑ k, w k * Real.log (z - e k - s)) + (∑ i, c i * Real.log (D - v i)) - Real.log (D - s)

/-- All arguments of the logarithms in the CPA functional are positive. -/
def LogDomain (z s D : ℝ) : Prop :=
  (∀ k, 0 < z - e k - s) ∧ (∀ i, 0 < D - v i) ∧ 0 < D - s

/-- The partial derivatives of the CPA functional in `s` and in `D` both exist and vanish. -/
def IsStationary (z s D : ℝ) : Prop :=
  HasDerivAt (fun s' => cpaFunctional w e c v z s' D) 0 s ∧
    HasDerivAt (fun D' => cpaFunctional w e c v z s D') 0 D

/-- The single-site t-matrix of a site energy `u` in a medium with self-energy `s` and local
Green function `G`; its domain is `(u - s) * G ≠ 1`. -/
def tMatrix (u s G : ℝ) : ℝ := (u - s) / (1 - (u - s) * G)

/-- The rate of change of the CPA functional when energy, self-energy and site variable
move along differentiable curves, at a point where all logarithm arguments are positive. -/
theorem hasDerivAt_along {Z S Q : ℝ → ℝ} {t Z' S' Q' : ℝ}
    (hZ : HasDerivAt Z Z' t) (hS : HasDerivAt S S' t) (hQ : HasDerivAt Q Q' t)
    (h : LogDomain e v (Z t) (S t) (Q t)) :
    HasDerivAt (fun x => cpaFunctional w e c v (Z x) (S x) (Q x))
      ((Z' - S') * bandGreen w e (Z t) (S t) + Q' * siteGreen c v (Q t)
        - (Q' - S') / (Q t - S t)) t := by
  obtain ⟨h1, h2, h3⟩ := h
  -- differentiate the three logarithmic terms separately
  have a : HasDerivAt (fun x => ∑ k, w k * Real.log (Z x - e k - S x))
      (∑ k, w k * ((Z' - S') / (Z t - e k - S t))) t :=
    HasDerivAt.fun_sum fun k _ =>
      (((hZ.sub_const (e k)).fun_sub hS).log (h1 k).ne').const_mul (w k)
  have b : HasDerivAt (fun x => ∑ i, c i * Real.log (Q x - v i))
      (∑ i, c i * (Q' / (Q t - v i))) t :=
    HasDerivAt.fun_sum fun i _ => ((hQ.sub_const (v i)).log (h2 i).ne').const_mul (c i)
  have l := (hQ.fun_sub hS).log h3.ne'
  -- recognise the two Green functions
  have ea : ∑ k, w k * ((Z' - S') / (Z t - e k - S t))
      = (Z' - S') * bandGreen w e (Z t) (S t) := by
    rw [bandGreen, Finset.mul_sum]
    exact Finset.sum_congr rfl fun k _ => by ring
  have eb : ∑ i, c i * (Q' / (Q t - v i)) = Q' * siteGreen c v (Q t) := by
    rw [siteGreen, Finset.mul_sum]
    exact Finset.sum_congr rfl fun i _ => by ring
  rw [ea] at a
  rw [eb] at b
  exact (a.fun_add b).fun_sub l

/-- Where all logarithm arguments are positive, the derivative in the self-energy is
`1 / (D - s)` minus the Green function of the medium. -/
theorem hasDerivAt_selfEnergy {z s D : ℝ} (h : LogDomain e v z s D) :
    HasDerivAt (fun s' => cpaFunctional w e c v z s' D)
      (1 / (D - s) - bandGreen w e z s) s := by
  refine (hasDerivAt_along w e c v (hasDerivAt_const s z) (hasDerivAt_id' s)
    (hasDerivAt_const s D) h).congr_deriv ?_
  ring

/-- Where all logarithm arguments are positive, the derivative in the site variable is the
averaged site Green function minus `1 / (D - s)`. -/
theorem hasDerivAt_siteVariable {z s D : ℝ} (h : LogDomain e v z s D) :
    HasDerivAt (fun D' => cpaFunctional w e c v z s D')
      (siteGreen c v D - 1 / (D - s)) D := by
  refine (hasDerivAt_along w e c v (hasDerivAt_const D z) (hasDerivAt_const D s)
    (hasDerivAt_id' D) h).congr_deriv ?_
  ring

/-- Where all logarithm arguments are positive, the CPA functional is stationary exactly when
the Green function of the medium, `1 / (D - s)` and the averaged site Green function agree. -/
theorem isStationary_iff {z s D : ℝ} (h : LogDomain e v z s D) :
    IsStationary w e c v z s D ↔
      bandGreen w e z s = 1 / (D - s) ∧ 1 / (D - s) = siteGreen c v D := by
  have hs := hasDerivAt_selfEnergy w e c v h
  have hD := hasDerivAt_siteVariable w e c v h
  constructor
  · rintro ⟨a, b⟩
    have a' := a.unique hs
    have b' := b.unique hD
    constructor <;> linarith
  · rintro ⟨a, b⟩
    exact ⟨hs.congr_deriv (by linarith), hD.congr_deriv (by linarith)⟩

/-- For concentrations summing to one, and `D` different from `s` and from every site energy, the
average t-matrix for local Green function `1 / (D - s)` is `(D - s) ^ 2` times the difference
`siteGreen c v D - 1 / (D - s)`. -/
theorem sum_tMatrix {s D : ℝ} (hc : ∑ i, c i = 1) (hv : ∀ i, D - v i ≠ 0)
    (hs : D - s ≠ 0) :
    ∑ i, c i * tMatrix (v i) s (1 / (D - s))
      = (D - s) ^ 2 * (siteGreen c v D - 1 / (D - s)) := by
  have hg : 1 / (D - s) * (D - s) = 1 := one_div_mul_cancel hs
  have step : ∀ i, c i * tMatrix (v i) s (1 / (D - s))
      = (D - s) ^ 2 * (c i / (D - v i)) - (D - s) * c i := by
    intro i
    -- the multiple-scattering denominator is a ratio of inverse Green functions
    have hden : 1 - (v i - s) * (1 / (D - s)) = (D - v i) / (D - s) := by
      rw [eq_div_iff hs]
      linear_combination -(v i - s) * hg
    have hr : (D - v i) * (D - v i)⁻¹ = 1 := mul_inv_cancel₀ (hv i)
    rw [tMatrix, hden, div_div_eq_mul_div]
    linear_combination -(c i * (D - s)) * hr
  rw [Finset.sum_congr rfl fun i _ => step i, Finset.sum_sub_distrib,
    ← Finset.mul_sum, ← Finset.mul_sum, hc, siteGreen]
  linear_combination (D - s) * hg

/-- For concentrations summing to one and positive logarithm arguments, stationarity means that
the medium has Green function `1 / (D - s)` and the average single-site t-matrix vanishes. -/
theorem isStationary_iff_tMatrix {z s D : ℝ} (hc : ∑ i, c i = 1)
    (h : LogDomain e v z s D) :
    IsStationary w e c v z s D ↔
      bandGreen w e z s = 1 / (D - s) ∧
        ∑ i, c i * tMatrix (v i) s (1 / (D - s)) = 0 := by
  have hs : D - s ≠ 0 := h.2.2.ne'
  rw [isStationary_iff w e c v h, sum_tMatrix c v hc (fun i => (h.2.1 i).ne') hs,
    mul_eq_zero, or_iff_right (pow_ne_zero 2 hs), sub_eq_zero,
    eq_comm (a := siteGreen c v D)]

/-- If `s` and `D` depend differentiably on energy and, at `z`, the functional is stationary with
positive logarithm arguments, then its total energy derivative there is `1 / (D - s)`. -/
theorem hasDerivAt_energy {S Q : ℝ → ℝ} {z S' Q' : ℝ}
    (hS : HasDerivAt S S' z) (hQ : HasDerivAt Q Q' z)
    (h : LogDomain e v z (S z) (Q z)) (hst : IsStationary w e c v z (S z) (Q z)) :
    HasDerivAt (fun x => cpaFunctional w e c v x (S x) (Q x)) (1 / (Q z - S z)) z := by
  obtain ⟨a, b⟩ := (isStationary_iff w e c v h).1 hst
  refine (hasDerivAt_along w e c v (hasDerivAt_id' z) hS hQ h).congr_deriv ?_
  -- the implicit contributions of the self-energy and the site variable cancel
  rw [a, ← b]
  ring

/-- An equal binary alloy with site energies `1, -1` and band levels `1, -1` of equal weight is
stationary at `z = 5/2`, `s = 1/2`, `D = 2`, with all logarithm arguments positive. -/
theorem isStationary_witness :
    LogDomain (![1, -1] : Fin 2 → ℝ) (![1, -1] : Fin 2 → ℝ) (5 / 2) (1 / 2) 2 ∧
      IsStationary (![1 / 2, 1 / 2] : Fin 2 → ℝ) ![1, -1]
        (![1 / 2, 1 / 2] : Fin 2 → ℝ) ![1, -1] (5 / 2) (1 / 2) 2 := by
  have h : LogDomain (![1, -1] : Fin 2 → ℝ) (![1, -1] : Fin 2 → ℝ) (5 / 2) (1 / 2) 2 := by
    refine ⟨fun k => ?_, fun i => ?_, by norm_num⟩
    · fin_cases k <;> norm_num
    · fin_cases i <;> norm_num
  refine ⟨h, (isStationary_iff _ _ _ _ h).2 ?_⟩
  constructor <;> norm_num [bandGreen, siteGreen, Fin.sum_univ_two]

end

end CPAVariational
```

```lean
#print axioms CPAVariational.isStationary_iff
-- 'CPAVariational.isStationary_iff' depends on axioms: [propext, Classical.choice, Quot.sound]
#print axioms CPAVariational.isStationary_iff_tMatrix
-- 'CPAVariational.isStationary_iff_tMatrix' depends on axioms: [propext, Classical.choice, Quot.sound]
#print axioms CPAVariational.hasDerivAt_energy
-- 'CPAVariational.hasDerivAt_energy' depends on axioms: [propext, Classical.choice, Quot.sound]
```

## How the Lean proof runs

`hasDerivAt_along` carries out the differentiation once, along arbitrary differentiable curves `Z`, `S` and `Q` for energy, self-energy and site variable. The facts `a`, `b` and `l` differentiate the three logarithmic terms, using positivity to keep the arguments away from zero. Then `ea` and `eb` pull the common rates out of the sums and identify B and A.

Both partial derivatives are special cases. `hasDerivAt_selfEnergy` holds energy and site variable constant and lets s move at unit rate; `hasDerivAt_siteVariable` does the same for D.

In `isStationary_iff`, the forward direction uses uniqueness of derivatives: F has derivative zero by assumption and derivative 1/(D − s) − B by calculation, so the two numbers are equal. The same argument handles D. Conversely, the equations turn the calculated derivatives into zero.

`sum_tMatrix` follows the t-matrix algebra above. Its `hden` rewrites the denominator as (D − v_i)/(D − s), `step` gives the split form of c_i t_i, and summation uses the normalisation `hc`. `isStationary_iff_tMatrix` then cancels the nonzero factor (D − s)².

For `hasDerivAt_energy`, the curve formula is applied with energy moving at unit rate. Substituting the stationarity equations leaves the cancellation to `ring`.

Finally, `isStationary_witness` checks an equal binary alloy with site energies ±1 and band levels ±1, at z = 5/2, s = 1/2 and D = 2. The arguments z − e_k − s are 1 and 3, as are the D − v_i, so

B = A = ½(1 + 1/3) = 2/3 = 1/(D − s).

The two t-matrices are 3/4 and −3/4: each species scatters, but the average is zero.
